# FIRE velocity mixing with 0 ≤ a ≤ 1 never raises the speed and never lowers the power

When a FIRE geometry optimisation turns the velocity of the atoms towards the current force, the turn should neither add speed nor weaken the descent. For a nonzero force and a mixing parameter between 0 and 1, the Lean file below proves that it does neither. Speed here means the norm of the vector that collects the velocity components of all atoms, and the descent is measured by the power, the inner product of force and velocity.

```lean
import Mathlib

open scoped InnerProductSpace

namespace FireVelocityMixing

noncomputable section

variable {E : Type*} [NormedAddCommGroup E] [InnerProductSpace ℝ E]

/-- The FIRE velocity update: a fraction `a` of the velocity `v` is replaced by a vector of the same
speed along the force `F`. It is meant for `F ≠ 0`; at `F = 0` Lean's division by zero makes it `(1
- a) • v`. -/
def fireMix (a : ℝ) (F v : E) : E :=
  (1 - a) • v + (a * ‖v‖ / ‖F‖) • F

/-- Mixing changes the power `⟪F, v⟫` by `a` times the gap between `‖F‖ ‖v‖` and the
power before mixing. -/
theorem inner_fireMix (a : ℝ) (F v : E) :
    ⟪F, fireMix a F v⟫_ℝ = ⟪F, v⟫_ℝ + a * (‖F‖ * ‖v‖ - ⟪F, v⟫_ℝ) := by
  by_cases hF : F = 0
  · subst hF
    simp
  · have hf : ‖F‖ ≠ 0 := norm_ne_zero_iff.mpr hF
    have key : a * ‖v‖ / ‖F‖ * ‖F‖ ^ 2 = a * ‖v‖ * ‖F‖ := by
      field_simp
    rw [fireMix, inner_add_right, real_inner_smul_right, real_inner_smul_right,
      real_inner_self_eq_norm_sq]
    linear_combination key

/-- The squared speed after mixing, in terms of the old speed and the component of the old
velocity along the force. -/
theorem norm_sq_fireMix (a : ℝ) {F : E} (hF : F ≠ 0) (v : E) :
    ‖fireMix a F v‖ ^ 2
      = ‖v‖ ^ 2 - 2 * a * (1 - a) * ‖v‖ * (‖v‖ - ⟪F, v⟫_ℝ / ‖F‖) := by
  have hf : ‖F‖ ≠ 0 := norm_ne_zero_iff.mpr hF
  have key : (a * ‖v‖ / ‖F‖) ^ 2 * ‖F‖ ^ 2 = (a * ‖v‖) ^ 2 := by
    field_simp
  rw [fireMix, norm_add_sq_real]
  simp only [norm_smul, mul_pow, Real.norm_eq_abs, sq_abs, real_inner_smul_left,
    real_inner_smul_right]
  rw [real_inner_comm F v]
  linear_combination key

/-- Mixing with `0 ≤ a ≤ 1` never increases the speed. -/
theorem norm_fireMix_le {a : ℝ} (ha0 : 0 ≤ a) (ha1 : a ≤ 1) (F v : E) :
    ‖fireMix a F v‖ ≤ ‖v‖ := by
  have h1 : ‖(1 - a) • v‖ = (1 - a) * ‖v‖ := by
    rw [norm_smul, Real.norm_of_nonneg (by linarith)]
  have h2 : ‖(a * ‖v‖ / ‖F‖) • F‖ ≤ a * ‖v‖ := by
    rw [norm_smul, Real.norm_of_nonneg (by positivity)]
    rcases eq_or_ne ‖F‖ 0 with h | h
    · rw [h, mul_zero]
      positivity
    · exact (div_mul_cancel₀ _ h).le
  have h3 := norm_add_le ((1 - a) • v) ((a * ‖v‖ / ‖F‖) • F)
  rw [fireMix]
  linarith

/-- Mixing with `a ≥ 0` never decreases the power delivered by the force. -/
theorem inner_le_inner_fireMix {a : ℝ} (ha0 : 0 ≤ a) (F v : E) :
    ⟪F, v⟫_ℝ ≤ ⟪F, fireMix a F v⟫_ℝ := by
  rw [inner_fireMix]
  have h := mul_nonneg ha0 (sub_nonneg.mpr (real_inner_le_norm F v))
  linarith

/-- For `0 ≤ a ≤ 1` and either sign of the power, the old power times the new speed is at most the
new power times the old speed. When `F` and both velocities are nonzero, this says that the cosine
of the angle between velocity and force does not fall. -/
theorem alignment_fireMix {a : ℝ} (ha0 : 0 ≤ a) (ha1 : a ≤ 1) (F v : E) :
    ⟪F, v⟫_ℝ * ‖fireMix a F v‖ ≤ ⟪F, fireMix a F v⟫_ℝ * ‖v‖ := by
  rcases le_or_gt 0 ⟪F, v⟫_ℝ with hP | hP
  · -- nonnegative power: the speed does not rise and the power does not fall
    exact (mul_le_mul_of_nonneg_left (norm_fireMix_le ha0 ha1 F v) hP).trans
      (mul_le_mul_of_nonneg_right (inner_le_inner_fireMix ha0 F v) (norm_nonneg v))
  · -- uphill motion: bound the new speed below by its component along `v`
    have hF : F ≠ 0 := by
      rintro rfl
      simp at hP
    have hv : v ≠ 0 := by
      rintro rfl
      simp at hP
    have hf : 0 < ‖F‖ := norm_pos_iff.mpr hF
    have hV : 0 < ‖v‖ := norm_pos_iff.mpr hv
    have hcomp : ⟪v, fireMix a F v⟫_ℝ
        = (1 - a) * ‖v‖ ^ 2 + a * ‖v‖ / ‖F‖ * ⟪F, v⟫_ℝ := by
      rw [fireMix, inner_add_right, real_inner_smul_right, real_inner_smul_right,
        real_inner_self_eq_norm_sq, real_inner_comm F v]
    have h1 := mul_le_mul_of_nonpos_left (real_inner_le_norm v (fireMix a F v)) hP.le
    rw [hcomp] at h1
    have h2 : ⟪F, v⟫_ℝ ^ 2 / ‖F‖ ≤ ‖F‖ * ‖v‖ ^ 2 := by
      rw [div_le_iff₀ hf]
      have hc := abs_le.mp (abs_real_inner_le_norm F v)
      nlinarith [mul_nonneg (sub_nonneg.mpr hc.2) (sub_nonneg.mpr hc.1)]
    have h3 := mul_le_mul_of_nonneg_left h2 (mul_nonneg ha0 hV.le)
    refine le_of_mul_le_mul_left ?_ hV
    rw [inner_fireMix]
    calc ‖v‖ * (⟪F, v⟫_ℝ * ‖fireMix a F v‖)
        = ⟪F, v⟫_ℝ * (‖v‖ * ‖fireMix a F v‖) := by ring
      _ ≤ ⟪F, v⟫_ℝ * ((1 - a) * ‖v‖ ^ 2 + a * ‖v‖ / ‖F‖ * ⟪F, v⟫_ℝ) := h1
      _ = (1 - a) * ⟪F, v⟫_ℝ * ‖v‖ ^ 2 + a * ‖v‖ * (⟪F, v⟫_ℝ ^ 2 / ‖F‖) := by ring
      _ ≤ (1 - a) * ⟪F, v⟫_ℝ * ‖v‖ ^ 2 + a * ‖v‖ * (‖F‖ * ‖v‖ ^ 2) := by linarith
      _ = ‖v‖ * ((⟪F, v⟫_ℝ + a * (‖F‖ * ‖v‖ - ⟪F, v⟫_ℝ)) * ‖v‖) := by ring

/-- For `F ≠ 0` and `0 ≤ a ≤ 1`, FIRE mixing does not raise the speed, and keeps it exactly when `a
= 0`, `a = 1` or `⟪F, v⟫ = ‖F‖ ‖v‖`; it does not lower the power. If the power is positive, the new
velocity is nonzero and its angle to the force does not grow. -/
theorem fireMix_speed_power_angle {a : ℝ} (ha0 : 0 ≤ a) (ha1 : a ≤ 1)
    {F : E} (hF : F ≠ 0) (v : E) :
    ‖fireMix a F v‖ ≤ ‖v‖ ∧
    (‖fireMix a F v‖ = ‖v‖ ↔ a = 0 ∨ a = 1 ∨ ⟪F, v⟫_ℝ = ‖F‖ * ‖v‖) ∧
    ⟪F, v⟫_ℝ ≤ ⟪F, fireMix a F v⟫_ℝ ∧
    (0 < ⟪F, v⟫_ℝ → fireMix a F v ≠ 0 ∧
      InnerProductGeometry.angle F (fireMix a F v) ≤ InnerProductGeometry.angle F v) := by
  have hf : ‖F‖ ≠ 0 := norm_ne_zero_iff.mpr hF
  refine ⟨norm_fireMix_le ha0 ha1 F v, ⟨fun h => ?_, fun h => ?_⟩,
    inner_le_inner_fireMix ha0 F v, fun hP => ?_⟩
  · -- equal speeds force the loss term to vanish
    have hs := norm_sq_fireMix a hF v
    rw [h] at hs
    have h0 : a * ((1 - a) * (‖v‖ * (‖v‖ - ⟪F, v⟫_ℝ / ‖F‖))) = 0 := by
      linear_combination (1 / 2) * hs
    rcases mul_eq_zero.mp h0 with h1 | h1
    · exact Or.inl h1
    rcases mul_eq_zero.mp h1 with h2 | h2
    · exact Or.inr (Or.inl (by linarith))
    refine Or.inr (Or.inr ?_)
    rcases mul_eq_zero.mp h2 with h3 | h3
    · rw [norm_eq_zero.mp h3, inner_zero_right, norm_zero, mul_zero]
    · have hd : ⟪F, v⟫_ℝ / ‖F‖ * ‖F‖ = ⟪F, v⟫_ℝ := div_mul_cancel₀ _ hf
      linear_combination (-‖F‖) * h3 - hd
  · refine (sq_eq_sq₀ (norm_nonneg _) (norm_nonneg _)).mp ?_
    rw [norm_sq_fireMix a hF v]
    rcases h with h | h | h
    · rw [h]
      ring
    · rw [h]
      ring
    · rw [h, mul_div_cancel_left₀ _ hf]
      ring
  · have hne : fireMix a F v ≠ 0 := by
      intro h
      have hp := inner_le_inner_fireMix ha0 F v
      rw [h, inner_zero_right] at hp
      linarith
    have hv : v ≠ 0 := by
      rintro rfl
      simp at hP
    have hfp : 0 < ‖F‖ := norm_pos_iff.mpr hF
    refine ⟨hne, ?_⟩
    -- a larger cosine means a smaller angle
    unfold InnerProductGeometry.angle
    apply Real.arccos_le_arccos
    rw [div_le_div_iff₀ (mul_pos hfp (norm_pos_iff.mpr hv))
      (mul_pos hfp (norm_pos_iff.mpr hne))]
    have h := mul_le_mul_of_nonneg_left (alignment_fireMix ha0 ha1 F v) hfp.le
    linarith

/-- For nonzero force and velocity, mixing gives zero velocity exactly when `a = 1/2` and
the velocity points opposite to the force. -/
theorem fireMix_eq_zero_iff (a : ℝ) {F v : E} (hF : F ≠ 0) (hv : v ≠ 0) :
    fireMix a F v = 0 ↔ a = 1 / 2 ∧ ⟪F, v⟫_ℝ = -(‖F‖ * ‖v‖) := by
  have hf : ‖F‖ ≠ 0 := norm_ne_zero_iff.mpr hF
  have hV : ‖v‖ ≠ 0 := norm_ne_zero_iff.mpr hv
  constructor
  · intro h
    have hp := inner_fireMix a F v
    have hn := norm_sq_fireMix a hF v
    rw [h, inner_zero_right] at hp
    rw [h, norm_zero] at hn
    have hd : ⟪F, v⟫_ℝ / ‖F‖ * ‖F‖ = ⟪F, v⟫_ℝ := div_mul_cancel₀ _ hf
    -- eliminate the power between the two balances
    have h1 : ‖v‖ * (‖F‖ * ‖v‖ * (1 - 2 * a)) = 0 := by
      linear_combination (-‖F‖) * hn - 2 * a * (1 - a) * ‖v‖ * hd + 2 * a * ‖v‖ * hp
    have h2 := (mul_eq_zero.mp ((mul_eq_zero.mp h1).resolve_left hV)).resolve_left
      (mul_ne_zero hf hV)
    have ha : a = 1 / 2 := by linarith
    rw [ha] at hp
    exact ⟨ha, by linarith⟩
  · rintro ⟨ha, hP⟩
    have h0 : ‖fireMix a F v‖ ^ 2 = 0 := by
      rw [norm_sq_fireMix a hF v, hP, neg_div, mul_div_cancel_left₀ _ hf, ha]
      ring
    exact norm_eq_zero.mp ((pow_eq_zero_iff two_ne_zero).mp h0)

end

end FireVelocityMixing
```

```lean
#print axioms FireVelocityMixing.fireMix_speed_power_angle
#print axioms FireVelocityMixing.fireMix_eq_zero_iff
```

```
'FireVelocityMixing.fireMix_speed_power_angle' depends on axioms: [propext, Classical.choice, Quot.sound]
'FireVelocityMixing.fireMix_eq_zero_iff' depends on axioms: [propext, Classical.choice, Quot.sound]
```

## The mixing step and its bounds

Let F be the force, v the velocity and a the mixing parameter. The update, called `fireMix a F v` in the file, is

v' = (1 − a) v + a ‖v‖ F/‖F‖.

A fraction a of the velocity is taken away and replaced by a vector that has the same length but points along the force. The power before mixing is P = ⟨F, v⟩, written `⟪F, v⟫_ℝ` in Lean, and the power after mixing is P' = ⟨F, v'⟩.

The theorem `fireMix_speed_power_angle` assumes F ≠ 0 and 0 ≤ a ≤ 1, and allows any v, including v = 0. It makes four statements:

- The speed does not grow: ‖v'‖ ≤ ‖v‖.
- The speed is unchanged exactly when a = 0, a = 1 or P = ‖F‖ ‖v‖. The last condition means that v is zero or points along F.
- The power does not fall: P ≤ P'.
- If P > 0, then v' is nonzero and the angle between F and v' is at most the angle between F and v.

The second theorem, `fireMix_eq_zero_iff`, says when mixing brings a moving system to rest. For nonzero F and v and any real a, v' = 0 holds exactly when a = 1/2 and P = −‖F‖ ‖v‖, which means that the velocity points opposite to the force.

## Forces, velocities and the inner product

The type `E` is a real inner-product space of any dimension. For a system of N atoms one takes the space of 3N Cartesian components, so that F and v each collect the components of all atoms in one vector. The norms in the update are then norms of these whole vectors, not of single-atom contributions, so a single atom can speed up even though ‖v‖ does not grow. Units are left out: F and v are elements of the same space, and only the direction of F enters the update.

Nothing in the file requires F to be the negative gradient of an energy. If it is, P is the rate at which the potential energy falls as the atoms move with velocity v, so P > 0 means downhill motion. The speed ‖v‖ fixes the kinetic energy when all masses are equal. With unequal masses and the ordinary Cartesian inner product, the kinetic energy can rise in a mixing step even though ‖v‖ does not.

Angles are given by `InnerProductGeometry.angle`, which for nonzero vectors is the arccosine of the inner product divided by the two norms, a number between 0 and π.

The update is meant for F ≠ 0. Lean evaluates division by zero as zero, so `fireMix a 0 v` is (1 − a) v; the inequalities survive this, but the equality condition for the speed does not, and the main theorem therefore assumes a nonzero force.

In a relaxation driven by electronic-structure forces, the result applies to a single mixing step with whatever force vector is supplied, in exact arithmetic. It does not treat the integrator, the adaptation of the time step, the resetting of the velocity after uphill motion, or the convergence of the optimisation.

## The power rises by a times the Cauchy–Schwarz gap

Take the inner product of F with the update. Since ⟨F, F⟩ = ‖F‖²,

P' = (1 − a) P + (a ‖v‖/‖F‖) ‖F‖²

= P + a (‖F‖ ‖v‖ − P).

The Cauchy–Schwarz inequality gives P ≤ ‖F‖ ‖v‖, so the bracket is nonnegative, and P' ≥ P follows for every a ≥ 0. The upper limit a ≤ 1 plays no part here.

The identity is `inner_fireMix`. Its proof expands the inner product, and the auxiliary equation `key` cancels one factor of ‖F‖. The inequality is `inner_le_inner_fireMix`, where `real_inner_le_norm` supplies Cauchy–Schwarz.

## The speed lost in mixing

The triangle inequality is enough for the bound on the speed. With 0 ≤ a ≤ 1, the two parts of v' have lengths (1 − a) ‖v‖ and a ‖v‖, so

‖v'‖ ≤ (1 − a) ‖v‖ + a ‖v‖ = ‖v‖.

In `norm_fireMix_le` the facts `h1` and `h2` handle the two lengths and `h3` is the triangle inequality.

The exact loss shows when the speed stays the same. Expanding the square gives

‖v'‖² = (1 − a)² ‖v‖² + 2 (1 − a) a ‖v‖ P/‖F‖ + a² ‖v‖².

Because (1 − a)² + a² = 1 − 2a(1 − a), this becomes

‖v'‖² = ‖v‖² − 2a(1 − a) ‖v‖ (‖v‖ − P/‖F‖).

This is `norm_sq_fireMix`. The quantity P/‖F‖ is the component of the velocity along the force, so for 0 < a < 1 a moving system loses speed unless its velocity points in the direction of F.

If ‖v'‖ = ‖v‖, the subtracted product is zero, and one of its factors must vanish. Either a = 0, or a = 1, or ‖v‖ = 0, or ‖v‖ = P/‖F‖. Each of the last two possibilities gives P = ‖F‖ ‖v‖. Conversely, a = 0 and a = 1 make the product vanish at once, and P = ‖F‖ ‖v‖ makes its last bracket vanish. The squared speeds then agree, and so do the speeds, since both are nonnegative.

The proof of the main theorem follows this argument. Repeated use of `mul_eq_zero` separates the factors, and `sq_eq_sq₀` passes from equal squares to equal speeds.

## Why the velocity does not turn away from the force

The comparison of directions is first written without denominators:

P ‖v'‖ ≤ P' ‖v‖.

When F, v and v' are all nonzero, dividing by ‖F‖ ‖v‖ ‖v'‖ turns this into a comparison of cosines. The lemma `alignment_fireMix` proves the inequality for either sign of the power.

If P ≥ 0, the two bounds already obtained can be chained:

P ‖v'‖ ≤ P ‖v‖ ≤ P' ‖v‖.

The first step uses the speed bound multiplied by the nonnegative number P, and the second uses the growth of the power.

If P < 0, multiplying the speed bound by P reverses it, so a lower bound on ‖v'‖ is needed instead. It comes from the overlap of the new velocity with the old one,

⟨v, v'⟩ = (1 − a) ‖v‖² + (a ‖v‖/‖F‖) P,

together with ⟨v, v'⟩ ≤ ‖v‖ ‖v'‖. Multiplying the latter by the negative number P gives

P ‖v‖ ‖v'‖ ≤ P ⟨v, v'⟩

= (1 − a) P ‖v‖² + a ‖v‖ P²/‖F‖.

Cauchy–Schwarz also gives P² ≤ ‖F‖² ‖v‖², hence P²/‖F‖ ≤ ‖F‖ ‖v‖². Since a ‖v‖ ≥ 0,

P ‖v‖ ‖v'‖ ≤ (1 − a) P ‖v‖² + a ‖F‖ ‖v‖³

= ‖v‖ (P' ‖v‖).

The last equality uses P' = (1 − a) P + a ‖F‖ ‖v‖. A negative power implies ‖v‖ > 0, so one factor of ‖v‖ can be divided out, which leaves the alignment inequality.

In Lean, `hcomp` is the overlap formula, `h1` is Cauchy–Schwarz after multiplication by P, and `h2` is the bound on P²/‖F‖. The `calc` block then runs through the displayed chain, and `le_of_mul_le_mul_left` removes the common factor ‖v‖.

For the statement about angles, suppose P > 0. Then P' ≥ P > 0, so v' cannot be zero. The velocity v is nonzero too, because its power is nonzero. Division of the alignment inequality by the positive norms gives

P/(‖F‖ ‖v‖) ≤ P'/(‖F‖ ‖v'‖).

The arccosine is a decreasing function, so the larger cosine belongs to the smaller angle. The proof applies `Real.arccos_le_arccos` first and is then left with this inequality between fractions, which `div_le_div_iff₀` clears of denominators.

## When the two contributions cancel

The remaining theorem concerns v' = 0 with F and v nonzero. The new power is then zero, and the power identity becomes

(1 − a) P = −a ‖F‖ ‖v‖.

The new speed is zero as well. Multiplying the formula for the squared speed by ‖F‖ gives

0 = ‖F‖ ‖v‖² − 2a(1 − a) ‖F‖ ‖v‖² + 2a(1 − a) ‖v‖ P.

Inserting the first equation into the last term turns that term into −2a² ‖F‖ ‖v‖². The terms in a² cancel, and what remains is

0 = ‖F‖ ‖v‖² (1 − 2a).

Both norms are nonzero, so a = 1/2, and the first equation then gives P = −‖F‖ ‖v‖. In the other direction, putting these two values into the formula for the squared speed gives

‖v'‖² = ‖v‖² − (1/2) ‖v‖ (2 ‖v‖) = 0.

In `fireMix_eq_zero_iff`, `hp` and `hn` are the balances of power and squared speed. The `linear_combination` that proves `h1` carries out the elimination of P, and the nonzero factors are then removed to obtain a = 1/2.

The cancellation is easy to picture: half of the old velocity is kept, and a vector of half the old speed is added in exactly the opposite direction. It requires motion directly against the force, so it cannot occur in a step with positive power.
